# A convex function differentiable on an open interval has a continuous derivative there

Let `g` be a real function, convex on the closed interval from `a` to `b` and differentiable at every point of the open interval. The theorem `continuousOn_deriv_of_convex` says that the derivative of `g` is then continuous on the open interval. In physical terms, if an energy is convex in a real parameter and has a slope at each interior value, that slope changes without jumps. The proof first shows that every tangent line lies below the graph, and then uses chords from a fixed point on the left of `x` to bound the nearby slopes from below, and chords from a point on the right to bound them from above.

As first written in Lean, the proof fails:

```lean
import Mathlib

open Set Filter Topology

namespace ContinuousOnDerivOfConvex

variable {f g : ℝ → ℝ} {a b x : ℝ}

/-- The line of slope `m` through the point of the graph of `g` at `x` lies below `g` on
`[a, b]`. -/
def Supports (g : ℝ → ℝ) (a b x m : ℝ) : Prop :=
  ∀ y ∈ Icc a b, g x + m * (y - x) ≤ g y

/-- For a convex function, every slope between the left and the right derivative at `x` is a
supporting slope. -/
theorem supports_of_between (hc : ConvexOn ℝ (Icc a b) g) (hx : x ∈ Icc a b) {p q m : ℝ}
    (hq : HasDerivWithinAt g q (Iio x) x) (hp : HasDerivWithinAt g p (Ioi x) x)
    (hqm : q ≤ m) (hmp : m ≤ p) : Supports g a b x m := by
  intro y hy
  rcases lt_trichotomy y x with h | h | h
  · have h1 := hc.slope_le_of_hasDerivWithinAt_Iio hy hx h hq
    rw [slope_def_field, div_le_iff₀ (sub_pos.2 h)] at h1
    nlinarith [mul_le_mul_of_nonneg_right hqm (sub_nonneg.2 h.le)]
  · simp [h]
  · have h1 := hc.le_slope_of_hasDerivWithinAt_Ioi hx hy h hp
    rw [slope_def_field, le_div_iff₀ (sub_pos.2 h)] at h1
    nlinarith [mul_le_mul_of_nonneg_right hmp (sub_nonneg.2 h.le)]

/-- A convex function on `[a, b]` that is differentiable on `(a, b)` has a continuous derivative
there. -/
theorem continuousOn_deriv_of_convex (hc : ConvexOn ℝ (Icc a b) g)
    (hd : ∀ z ∈ Ioo a b, DifferentiableAt ℝ g z) : ContinuousOn (deriv g) (Ioo a b) := by
  have hS : ∀ z ∈ Ioo a b, Supports g a b z (deriv g z) := fun z hz =>
    supports_of_between hc (Ioo_subset_Icc_self hz) (hd z hz).hasDerivAt.hasDerivWithinAt
      (hd z hz).hasDerivAt.hasDerivWithinAt le_rfl le_rfl
  intro x hx
  apply ContinuousAt.continuousWithinAt
  have hs := hasDerivAt_iff_tendsto_slope.1 (hd x hx).hasDerivAt
  have hq : ∀ y, y ≠ x → ContinuousAt (fun z => (g y - g z) / (y - z)) x := fun y hy =>
    ContinuousAt.div (continuousAt_const.sub (hd x hx).continuousAt) (by fun_prop)
      (sub_ne_zero.2 hy)
  refine tendsto_order.2 ⟨fun l hl => ?_, fun u hu => ?_⟩
  · -- a chord to the left bounds the nearby tangents from below
    have h1 := (tendsto_order.1 (hs.mono_left (nhdsWithin_mono x
      (fun y (hy : y < x) => hy.ne)))).1 l hl
    have h2 : ∀ᶠ y in 𝓝[<] x, y ∈ Ioo a x := Ioo_mem_nhdsLT hx.1
    obtain ⟨y, hyl, hy⟩ := (h1.and h2).exists
    rw [slope_def_field] at hyl
    filter_upwards [(tendsto_order.1 (hq y hy.2.ne).tendsto).1 l hyl,
      Ioo_mem_nhds hy.2 hx.2] with z hz hzI
    rw [lt_div_iff_of_neg (sub_neg.2 hzI.1)] at hz
    have h3 := hS z ⟨hy.1.trans hzI.1, hzI.2⟩ y ⟨hy.1.le, (hy.2.trans hx.2).le⟩
    exact lt_of_mul_lt_mul_right (by linarith : l * (z - y) < deriv g z * (z - y))
      (sub_nonneg.2 hzI.1.le)
  · -- a chord to the right bounds them from above
    have h1 := (tendsto_order.1 (hs.mono_left (nhdsWithin_mono x
      (fun y (hy : x < y) => hy.ne')))).2 u hu
    have h2 : ∀ᶠ y in 𝓝[>] x, y ∈ Ioo x b := Ioo_mem_nhdsGT hx.2
    obtain ⟨y, hyu, hy⟩ := (h1.and h2).exists
    rw [slope_def_field] at hyu
    filter_upwards [(tendsto_order.1 (hq y hy.1.ne').tendsto).2 u hyu,
      Ioo_mem_nhds hx.1 hy.1] with z hz hzI
    rw [div_lt_iff₀ (sub_pos.2 hzI.2)] at hz
    have h3 := hS z ⟨hzI.1, hzI.2.trans hy.2⟩ y ⟨(hx.1.trans hy.1).le, hy.2.le⟩
    exact lt_of_mul_lt_mul_right (by linarith : deriv g z * (y - z) < u * (y - z))
      (sub_nonneg.2 hzI.2.le)

end ContinuousOnDerivOfConvex
```

Compiling this gives:

```
Main.lean:47:27: error(lean.synthInstanceFailed): failed to synthesize instance of type class
  (𝓝[fun y => Real.lt✝ y x] x).NeBot

Hint: Type class instance resolution failures can be inspected with the `set_option trace.Meta.synthInstance true` command.
Main.lean:47:11: error: Tactic `rcases` failed: `x✝ : ?m.311` is not an inductive datatype
Main.lean:59:27: error(lean.synthInstanceFailed): failed to synthesize instance of type class
  (𝓝[Real.lt✝ x] x).NeBot

Hint: Type class instance resolution failures can be inspected with the `set_option trace.Meta.synthInstance true` command.
Main.lean:59:11: error: Tactic `rcases` failed: `x✝ : ?m.376` is not an inductive datatype
```

After these edits no error is left:

```diff
@@ -43,5 +43,5 @@
   · -- a chord to the left bounds the nearby tangents from below
     have h1 := (tendsto_order.1 (hs.mono_left (nhdsWithin_mono x
-      (fun y (hy : y < x) => hy.ne)))).1 l hl
+      (show Iio x ⊆ {x}ᶜ from fun y hy => (mem_Iio.1 hy).ne)))).1 l hl
     have h2 : ∀ᶠ y in 𝓝[<] x, y ∈ Ioo a x := Ioo_mem_nhdsLT hx.1
     obtain ⟨y, hyl, hy⟩ := (h1.and h2).exists
@@ -55,5 +55,5 @@
   · -- a chord to the right bounds them from above
     have h1 := (tendsto_order.1 (hs.mono_left (nhdsWithin_mono x
-      (fun y (hy : x < y) => hy.ne')))).2 u hu
+      (show Ioi x ⊆ {x}ᶜ from fun y hy => (mem_Ioi.1 hy).ne')))).2 u hu
     have h2 : ∀ᶠ y in 𝓝[>] x, y ∈ Ioo x b := Ioo_mem_nhdsGT hx.2
     obtain ⟨y, hyu, hy⟩ := (h1.and h2).exists
```

What went wrong. To pick the point `y`, the proof calls `.exists` on `h1.and h2`, which needs an instance of `NeBot`: the filter of points near `x` on one side must be non-trivial. Mathlib has this instance for `𝓝[<] x`, that is, for the set `Iio x`, and likewise for `Ioi x`. But the attempt never named the set in `nhdsWithin_mono`. Lean had to work it out from the hypothesis `y < x`, and arrived at the unfolded form `fun y => Real.lt y x`, as the first message shows. This is the same set by definition, but instance search does not unfold `Iio x` far enough to see it, so no instance is found. The right-hand side fails in the same way, with `Real.lt x` in place of `Ioi x`.

The two `rcases` errors are only consequences: with `.exists` failed, `obtain` has nothing to take apart.

The repair states the inclusions outright, as `Iio x ⊆ {x}ᶜ` and `Ioi x ⊆ {x}ᶜ`, so that `h1` carries the filter the instances are stated for. `mem_Iio.1` and `mem_Ioi.1` then turn membership back into the inequality from which `.ne` or `.ne'` is taken.
